# The zeros of the nearest-neighbour diamond structure factor form straight lines in momentum space

## Two bands on the diamond lattice

Put one orbital on every site of the diamond lattice and let an electron hop only between nearest neighbours. The primitive cell has two sites, so there are two bands. Each site has four bonds, all leading to the other sublattice. With a suitable choice of phases for the Bloch basis, the four hopping terms, divided by their common amplitude, add up to

$$f = 1 + e^{ia} + e^{ib} + e^{ic},$$

where $a, b, c$ are the scalar products of the crystal momentum with three primitive translations. At which momenta do the four terms cancel, so that the two bands touch?

Let $\varepsilon$ be the on-site energy, equal on both sublattices, and $t$ the real hopping amplitude, equal on all four bonds. The Bloch Hamiltonian is

$$H = \begin{pmatrix} \varepsilon & t f \\ t \bar f & \varepsilon \end{pmatrix}.$$

For a cubic cell of unit edge, $a = (k_y+k_z)/2$, $b = (k_x+k_z)/2$ and $c = (k_x+k_y)/2$.

## Where the four terms cancel

For real $a, b, c$, the sum $f$ vanishes if and only if one of the three exponentials equals $-1$ and the other two sum to zero. This is `structureFactor_eq_zero_iff`, in which `phase θ` stands for $e^{i\theta}$ with real $\theta$ and `structureFactor a b c` for $f$.

In Cartesian momenta, `cartesian_nodal_lines` says that $f = 0$ exactly when some two components are $2\pi m$ and $2\pi n$ with integers $m, n$ and $m+n$ odd. `OnNodalLine` expresses this condition on two components. The third is free, so each pair $(m,n)$ gives a straight line parallel to a Cartesian axis.

The matrix $H$ is `blochHamiltonian`. By `band_energies`, its characteristic determinant vanishes exactly at $E = \varepsilon \pm t|f|$, with $E$ allowed to be any complex number. For $t \neq 0$, `bands_touch_iff` says that there is a single eigenvalue (`∃!`) exactly when the phases cancel as above.

The matrix is taken as given, not derived from a lattice Hamiltonian. For this non-interacting model with one orbital per site, the lines give exact momenta at which a band-structure program should return a zero gap. The model leaves out further neighbours, orbital overlap, spin-orbit coupling and the several valence orbitals of a real carbon atom.

## From the conjugate equation to the lines

Write $x = e^{ia}$, $y = e^{ib}$, $z = e^{ic}$, and suppose $1+x+y+z=0$. The conjugate equation is $1+\bar x+\bar y+\bar z=0$. Since $x\bar x = y\bar y = z\bar z = 1$, multiplying it by $xyz$ gives

$$xyz + yz + xz + xy = 0.$$

Adding the original equation gives

$$1+x+y+z+xy+yz+xz+xyz = (1+x)(1+y)(1+z) = 0.$$

So one factor vanishes. If $x=-1$, the original equation leaves $y+z=0$; the other two cases are the same. Conversely, an exponential equal to $-1$ cancels the $1$, and the other two cancel each other.

Next, $e^{ib}+e^{ic}=0$ means $e^{ib}=e^{i(c+\pi)}$, that is, $b=c+\pi+2\pi n$ for some integer $n$. Likewise $e^{ia}=-1$ means $a=\pi+2\pi m$.

Now call the momentum components $p, q, s$, and let the phase with angle $(p+q)/2$ be the one equal to $-1$. The two conditions are

$$\frac{p+q}{2} = \pi + 2\pi m, \qquad \frac{s+q}{2} = \frac{s+p}{2} + \pi + 2\pi n.$$

The component $s$ drops out of the second, leaving $(q-p)/2 = \pi+2\pi n$. Subtracting and adding give $p = 2\pi(m-n)$ and $q = 2\pi(1+m+n)$, whose integers sum to the odd number $2m+1$.

Conversely, let $p=2\pi m$ and $q=2\pi n$ with $m+n=2r+1$. Then $(p+q)/2=\pi+2\pi r$ and $(q-p)/2=\pi+2\pi(r-m)$, so both conditions hold.

Finally,

$$\det(H-E) = (\varepsilon-E)^2 - t^2|f|^2 = (E-\varepsilon-t|f|)(E-\varepsilon+t|f|).$$

The two roots coincide exactly when $t|f|=0$, which for $t\neq0$ means $f=0$.

## An example with small integers

Take $k_x=2\pi$ and $k_z=0$, with $k_y$ free. Then $e^{ib}=-1$ and $e^{ic}=-e^{ia}$, so

$$f = 1 + e^{ik_y/2} - 1 - e^{ik_y/2} = 0$$

for every $k_y$.

## Unequal moduli and zero hopping

The argument needs numbers of modulus one. With $x=y=z=-1/3$ the sum $1+x+y+z$ is zero, but none of the three equals $-1$.

The touching criterion needs $t\neq0$. At $t=0$ and $a=b=c=0$ the only eigenvalue is $\varepsilon$, although $f=4$.

## The Lean file

```lean
import Mathlib

open scoped Real ComplexConjugate

namespace DiamondNodalLines

noncomputable section

/-- The Bloch phase factor `exp(iθ)` of a real angle `θ`. -/
def phase (θ : ℝ) : ℂ := Complex.exp (θ * Complex.I)

/-- The nearest-neighbour structure factor of the diamond lattice,
`1 + exp(ia) + exp(ib) + exp(ic)`, one term for each of the four bonds of a site. -/
def structureFactor (a b c : ℝ) : ℂ := 1 + phase a + phase b + phase c

/-- The Bloch Hamiltonian of the two-site diamond cell with on-site energy `ε` and
nearest-neighbour hopping amplitude `t`. -/
def blochHamiltonian (ε t a b c : ℝ) : Matrix (Fin 2) (Fin 2) ℂ :=
  !![(ε : ℂ), t * structureFactor a b c; t * conj (structureFactor a b c), (ε : ℂ)]

/-- Two Cartesian momentum components `p`, `q` (cubic cell of unit edge) are integer multiples
`2πm`, `2πn` of `2π` with `m + n` odd. -/
def OnNodalLine (p q : ℝ) : Prop :=
  ∃ m n : ℤ, p = 2 * π * m ∧ q = 2 * π * n ∧ Odd (m + n)

/-- If three complex numbers of modulus one add up to `-1`, then the product
`(1 + x)(1 + y)(1 + z)` vanishes. -/
theorem product_eq_zero_of_sum {x y z : ℂ} (hx : ‖x‖ = 1) (hy : ‖y‖ = 1) (hz : ‖z‖ = 1)
    (h : 1 + x + y + z = 0) : (1 + x) * (1 + y) * (1 + z) = 0 := by
  have unit : ∀ w : ℂ, ‖w‖ = 1 → w * conj w = 1 := by
    intro w hw
    rw [Complex.mul_conj, Complex.normSq_eq_norm_sq, hw]
    norm_num
  -- the complex conjugate of the closure condition
  have h' : 1 + conj x + conj y + conj z = 0 := by
    have := congrArg conj h
    simpa only [map_add, map_one, map_zero] using this
  linear_combination h + x * y * z * h' - y * z * unit x hx - x * z * unit y hy
    - x * y * unit z hz

/-- The structure factor vanishes if and only if one of the three phase factors equals `-1` and the
other two sum to zero. -/
theorem structureFactor_eq_zero_iff (a b c : ℝ) :
    structureFactor a b c = 0 ↔
      (phase a = -1 ∧ phase b + phase c = 0) ∨
      (phase b = -1 ∧ phase a + phase c = 0) ∨
      (phase c = -1 ∧ phase a + phase b = 0) := by
  unfold structureFactor
  constructor
  · intro h
    have hp := product_eq_zero_of_sum (Complex.norm_exp_ofReal_mul_I a)
      (Complex.norm_exp_ofReal_mul_I b) (Complex.norm_exp_ofReal_mul_I c) h
    change (1 + phase a) * (1 + phase b) * (1 + phase c) = 0 at hp
    -- one of the three factors must vanish
    rcases mul_eq_zero.1 hp with hab | h1
    · rcases mul_eq_zero.1 hab with h1 | h1
      · exact Or.inl ⟨by linear_combination h1, by linear_combination h - h1⟩
      · exact Or.inr (Or.inl ⟨by linear_combination h1, by linear_combination h - h1⟩)
    · exact Or.inr (Or.inr ⟨by linear_combination h1, by linear_combination h - h1⟩)
  · rintro (⟨h1, h2⟩ | ⟨h1, h2⟩ | ⟨h1, h2⟩) <;> linear_combination h1 + h2

/-- Two phase factors cancel if and only if their angles differ by `π` modulo `2π`. -/
theorem phase_add_eq_zero_iff (b c : ℝ) :
    phase b + phase c = 0 ↔ ∃ n : ℤ, b = c + π + 2 * π * n := by
  have hs : Complex.exp ((c : ℂ) * Complex.I + π * Complex.I) = -phase c := by
    rw [Complex.exp_add, Complex.exp_pi_mul_I, phase]
    ring
  rw [add_eq_zero_iff_eq_neg, ← hs, phase, Complex.exp_eq_exp_iff_exists_int]
  constructor
  · rintro ⟨n, hn⟩
    refine ⟨n, Complex.ofReal_injective ?_⟩
    apply mul_right_cancel₀ Complex.I_ne_zero
    rw [hn]
    push_cast
    ring
  · rintro ⟨n, hn⟩
    refine ⟨n, ?_⟩
    rw [hn]
    push_cast
    ring

/-- A phase factor equals `-1` if and only if its angle is `π` modulo `2π`. -/
theorem phase_eq_neg_one_iff (a : ℝ) :
    phase a = -1 ↔ ∃ m : ℤ, a = π + 2 * π * m := by
  have h0 : phase 0 = 1 := by simp [phase]
  have h := phase_add_eq_zero_iff a 0
  simp only [h0, zero_add] at h
  rw [← h, eq_neg_iff_add_eq_zero]

/-- The phase factor with angle `(p + q) / 2` equals `-1` and those with angles `(s + q) / 2` and
`(s + p) / 2` sum to zero if and only if the momentum components `p`, `q` satisfy the nodal-line
condition, whatever the third component `s`. -/
theorem phases_cancel_iff_onNodalLine (p q s : ℝ) :
    (phase ((p + q) / 2) = -1 ∧ phase ((s + q) / 2) + phase ((s + p) / 2) = 0) ↔
      OnNodalLine p q := by
  rw [phase_eq_neg_one_iff, phase_add_eq_zero_iff]
  constructor
  · rintro ⟨⟨m, hm⟩, ⟨n, hn⟩⟩
    refine ⟨m - n, 1 + m + n, ?_, ?_, ⟨m, by ring⟩⟩
    · push_cast
      linear_combination hm - hn
    · push_cast
      linear_combination hm + hn
  · rintro ⟨m, n, hp, hq, r, hr⟩
    have hr' : (m : ℝ) + n = 2 * r + 1 := by exact_mod_cast hr
    refine ⟨⟨r, ?_⟩, ⟨r - m, ?_⟩⟩
    · linear_combination (hp + hq) / 2 + π * hr'
    · push_cast
      linear_combination (hq - hp) / 2 + π * hr'

/-- In Cartesian momenta (cubic cell of unit edge) the structure factor vanishes if and only if
some two of the three components satisfy the nodal-line condition. -/
theorem cartesian_nodal_lines (kx ky kz : ℝ) :
    structureFactor ((ky + kz) / 2) ((kx + kz) / 2) ((kx + ky) / 2) = 0 ↔
      OnNodalLine ky kz ∨ OnNodalLine kx kz ∨ OnNodalLine kx ky := by
  have h1 := phases_cancel_iff_onNodalLine ky kz kx
  have h2 := phases_cancel_iff_onNodalLine kx kz ky
  have h3 := phases_cancel_iff_onNodalLine kx ky kz
  rw [add_comm ky kx] at h2
  rw [add_comm kz ky, add_comm kz kx] at h3
  rw [structureFactor_eq_zero_iff, h1, h2, h3]

/-- The roots of the characteristic determinant of the Bloch Hamiltonian are the two band
energies `ε + t|f|` and `ε - t|f|`, where `f` is the structure factor. -/
theorem band_energies (ε t a b c : ℝ) (E : ℂ) :
    (blochHamiltonian ε t a b c - E • (1 : Matrix (Fin 2) (Fin 2) ℂ)).det = 0 ↔
      E = ε + t * ‖structureFactor a b c‖ ∨ E = ε - t * ‖structureFactor a b c‖ := by
  have hf : structureFactor a b c * conj (structureFactor a b c)
      = (‖structureFactor a b c‖ : ℂ) ^ 2 := by
    rw [Complex.mul_conj, Complex.normSq_eq_norm_sq, Complex.ofReal_pow]
  -- the characteristic polynomial splits into two linear factors
  have hdet : (blochHamiltonian ε t a b c - E • (1 : Matrix (Fin 2) (Fin 2) ℂ)).det
      = (E - (ε + t * ‖structureFactor a b c‖)) * (E - (ε - t * ‖structureFactor a b c‖)) := by
    rw [Matrix.det_fin_two]
    simp [blochHamiltonian]
    linear_combination (-(t : ℂ) ^ 2) * hf
  rw [hdet, mul_eq_zero, sub_eq_zero, sub_eq_zero]

/-- For nonzero hopping, the Bloch Hamiltonian has a single eigenvalue if and only if one phase
factor equals `-1` and the other two sum to zero. -/
theorem bands_touch_iff (ε t a b c : ℝ) (ht : t ≠ 0) :
    (∃! E : ℂ, (blochHamiltonian ε t a b c - E • (1 : Matrix (Fin 2) (Fin 2) ℂ)).det = 0) ↔
      (phase a = -1 ∧ phase b + phase c = 0) ∨
      (phase b = -1 ∧ phase a + phase c = 0) ∨
      (phase c = -1 ∧ phase a + phase b = 0) := by
  rw [← structureFactor_eq_zero_iff]
  constructor
  · rintro ⟨E₀, _, hu⟩
    have h1 := hu _ ((band_energies ε t a b c _).2 (Or.inl rfl))
    have h2 := hu _ ((band_energies ε t a b c _).2 (Or.inr rfl))
    -- equal energies force the splitting to vanish
    have h3 : (t : ℂ) * ‖structureFactor a b c‖ = 0 := by
      linear_combination (h1 - h2) / 2
    rcases mul_eq_zero.1 h3 with h | h
    · exact absurd (Complex.ofReal_eq_zero.1 h) ht
    · exact norm_eq_zero.1 (Complex.ofReal_eq_zero.1 h)
  · intro h
    refine ⟨ε, (band_energies ε t a b c _).2 (Or.inl (by simp [h])), fun E hE => ?_⟩
    rcases (band_energies ε t a b c E).1 hE with h' | h' <;> simpa [h] using h'

end

end DiamondNodalLines
```

```lean
#print axioms DiamondNodalLines.structureFactor_eq_zero_iff
#print axioms DiamondNodalLines.cartesian_nodal_lines
#print axioms DiamondNodalLines.bands_touch_iff
```

```
'DiamondNodalLines.structureFactor_eq_zero_iff' depends on axioms: [propext, Classical.choice, Quot.sound]
'DiamondNodalLines.cartesian_nodal_lines' depends on axioms: [propext, Classical.choice, Quot.sound]
'DiamondNodalLines.bands_touch_iff' depends on axioms: [propext, Classical.choice, Quot.sound]
```

## How the proof follows the algebra

`product_eq_zero_of_sum` is the conjugation argument. Its local fact `unit` supplies $w\bar w=1$, and `h'` is the conjugate equation. The closing `linear_combination` adds `h` to $xyz$ times `h'`, and uses `unit` three times to remove the products $x\bar x$, $y\bar y$ and $z\bar z$.

In `structureFactor_eq_zero_iff`, two uses of `mul_eq_zero` split the triple product into its three cases. In each, `h1` says that one factor vanishes, and `h - h1` leaves the sum of the other two phases.

`phase_add_eq_zero_iff` writes $-e^{ic}$ as $e^{i(c+\pi)}$ and applies Mathlib's criterion for equal complex exponentials. It then cancels $i$ and returns to real numbers. `phase_eq_neg_one_iff` is the case in which the second angle is zero.

`phases_cancel_iff_onNodalLine` carries out the additions and subtractions of the momentum conditions, with the same integers as above. `cartesian_nodal_lines` applies it once for each choice of two components.

In `band_energies`, `hf` is $f\bar f=|f|^2$ and `hdet` is the factorised determinant. For `bands_touch_iff`, uniqueness makes both roots equal to `E₀`; half their difference gives $t|f|=0$, and `ht` then forces $f=0$. In the other direction, $f=0$ reduces both roots to $\varepsilon$.
